# A closed form for the optimal Hartree–Fock damping step when the initial slope is negative

After diagonalising a Fock matrix, a self-consistent field program that uses damping chooses how far to move from the old density matrix $g$ towards the new one $g'$. In real Hartree–Fock theory with finitely many orbitals, the energy along this segment is exactly a parabola, or a straight line if the quadratic term vanishes, so if it initially falls, two numbers fix the best step.

```lean
import Mathlib

open Matrix

namespace OptimalDamping

noncomputable section

variable {n : Type*} [Fintype n]

/-- The full contraction `∑ A(i,k) B(i,k)` of two one-particle matrices. -/
def contract (A B : Matrix n n ℝ) : ℝ := ∑ i, ∑ k, A i k * B i k

/-- The direct minus exchange potential generated by the density matrix `g`. -/
def meanField (V : n → n → n → n → ℝ) (g : Matrix n n ℝ) : Matrix n n ℝ :=
  Matrix.of fun i k => ∑ j, ∑ l, (V i j k l - V i j l k) * g j l

/-- The Fock matrix at `g`: one-particle Hamiltonian plus mean field. -/
def fock (h : Matrix n n ℝ) (V : n → n → n → n → ℝ) (g : Matrix n n ℝ) : Matrix n n ℝ :=
  h + meanField V g

/-- The Hartree-Fock energy of the density matrix `g`. -/
def energy (h : Matrix n n ℝ) (V : n → n → n → n → ℝ) (g : Matrix n n ℝ) : ℝ :=
  contract h g + contract (meanField V g) g / 2

/-- The slope `s`: the Fock matrix at `g` contracted with the direction `d`. -/
def slope (h : Matrix n n ℝ) (V : n → n → n → n → ℝ) (g d : Matrix n n ℝ) : ℝ :=
  contract (fock h V g) d

/-- The coefficient `q`: half the interaction of the direction `d` with itself. -/
def curvature (V : n → n → n → n → ℝ) (d : Matrix n n ℝ) : ℝ :=
  contract (meanField V d) d / 2

/-- The damping rule: a full step if `2q ≤ -s`, otherwise the step `-s/(2q)`. -/
def dampingStep (s q : ℝ) : ℝ := if 2 * q ≤ -s then 1 else -s / (2 * q)

/-- The damping rule applied to the segment from `g` to `g'`. -/
def optimalStep (h : Matrix n n ℝ) (V : n → n → n → n → ℝ) (g g' : Matrix n n ℝ) : ℝ :=
  dampingStep (slope h V g (g' - g)) (curvature V (g' - g))

/-- Ensemble density matrices: symmetric, trace `N`, occupations between zero and one. -/
def Admissible (N : ℝ) (g : Matrix n n ℝ) : Prop :=
  g.IsSymm ∧ g.trace = N ∧ ∀ x : n → ℝ, 0 ≤ x ⬝ᵥ (g *ᵥ x) ∧ x ⬝ᵥ (g *ᵥ x) ≤ x ⬝ᵥ x

/-- `g'` minimises the expectation of the Fock matrix at `g` among admissible matrices. -/
def IsAufbau (h : Matrix n n ℝ) (V : n → n → n → n → ℝ) (N : ℝ) (g g' : Matrix n n ℝ) : Prop :=
  Admissible N g' ∧ ∀ γ, Admissible N γ → contract (fock h V g) g' ≤ contract (fock h V g) γ

/-- The contraction is linear along a line in either argument. -/
theorem contract_add_smul (A B C : Matrix n n ℝ) (t : ℝ) :
    contract A (B + t • C) = contract A B + t * contract A C ∧
    contract (B + t • C) A = contract B A + t * contract C A := by
  constructor <;>
  · simp only [contract, Finset.mul_sum, ← Finset.sum_add_distrib]
    refine Finset.sum_congr rfl fun i _ => Finset.sum_congr rfl fun k _ => ?_
    simp only [Matrix.add_apply, Matrix.smul_apply, smul_eq_mul]
    ring

/-- The interaction of `a` with `b` equals that of `b` with `a`. -/
theorem meanField_symm {V : n → n → n → n → ℝ} (hV : ∀ i j k l, V i j k l = V j i l k)
    (a b : Matrix n n ℝ) : contract (meanField V a) b = contract (meanField V b) a := by
  -- relabel the two particles
  have swap : ∀ F : n → n → n → n → ℝ,
      ∑ i, ∑ k, ∑ j, ∑ l, F i k j l = ∑ i, ∑ k, ∑ j, ∑ l, F j l i k := by
    intro F
    have := Finset.sum_comm (s := Finset.univ) (t := Finset.univ)
      (f := fun p q : n × n => F p.1 p.2 q.1 q.2)
    simpa only [Fintype.sum_prod_type] using this
  simp only [contract, meanField, Matrix.of_apply, Finset.sum_mul]
  refine (swap fun i k j l => (V i j k l - V i j l k) * a j l * b i k).trans ?_
  refine Finset.sum_congr rfl fun i _ => Finset.sum_congr rfl fun k _ =>
    Finset.sum_congr rfl fun j _ => Finset.sum_congr rfl fun l _ => ?_
  show (V j i l k - V j i k l) * a i k * b j l = (V i j k l - V i j l k) * b j l * a i k
  linear_combination (a i k * b j l) * (hV j i l k - hV j i k l)

/-- Along any line the Hartree-Fock energy is exactly `E(g) + s t + q t²`. -/
theorem energy_line (h : Matrix n n ℝ) {V : n → n → n → n → ℝ}
    (hV : ∀ i j k l, V i j k l = V j i l k) (g d : Matrix n n ℝ) (t : ℝ) :
    energy h V (g + t • d) = energy h V g + slope h V g d * t + curvature V d * t ^ 2 := by
  have hm : meanField V (g + t • d) = meanField V g + t • meanField V d := by
    ext i k
    simp only [meanField, Matrix.of_apply, Matrix.add_apply, Matrix.smul_apply, smul_eq_mul,
      Finset.mul_sum, ← Finset.sum_add_distrib]
    refine Finset.sum_congr rfl fun j _ => Finset.sum_congr rfl fun l _ => ?_
    ring
  have hf : contract (fock h V g) d = contract h d + contract (meanField V g) d := by
    simp only [fock, contract, Matrix.add_apply, add_mul, Finset.sum_add_distrib]
  rw [energy, energy, slope, curvature, hm, hf, (contract_add_smul h g d t).1,
    (contract_add_smul _ (meanField V g) (meanField V d) t).2,
    (contract_add_smul (meanField V g) g d t).1, (contract_add_smul (meanField V d) g d t).1]
  -- the two cross terms coincide
  linear_combination (t / 2) * meanField_symm hV d g

/-- For negative slope the damping rule gives the unique minimiser of `s t + q t²` on `[0,1]`,
and the value there is at most half the linear prediction. -/
theorem dampingStep_optimal {s q : ℝ} (hs : s < 0) :
    0 < dampingStep s q ∧ dampingStep s q ≤ 1 ∧
    (∀ t ∈ Set.Icc (0 : ℝ) 1, t ≠ dampingStep s q →
      s * dampingStep s q + q * dampingStep s q ^ 2 < s * t + q * t ^ 2) ∧
    s * dampingStep s q + q * dampingStep s q ^ 2 ≤ s * dampingStep s q / 2 := by
  unfold dampingStep
  split_ifs with hq
  · -- the function decreases across the whole segment
    refine ⟨one_pos, le_rfl, fun t ht hne => ?_, by linarith⟩
    have h1 : 0 < 1 - t := sub_pos.2 (lt_of_le_of_ne ht.2 hne)
    have h2 : 0 ≤ 1 + t := by linarith [ht.1]
    have key : s + q * (1 + t) < 0 := by
      nlinarith [mul_nonneg (sub_nonneg.2 hq) h2, mul_pos (neg_pos.2 hs) h1]
    nlinarith [mul_pos h1 (neg_pos.2 key)]
  · -- the vertex lies inside the segment: complete the square
    have hq' : -s < 2 * q := not_le.1 hq
    have q0 : 0 < q := by linarith
    have e : 2 * q * (-s / (2 * q)) = -s := mul_div_cancel₀ _ (by positivity)
    have pos : 0 < -s / (2 * q) := div_pos (by linarith) (by linarith)
    have le : -s / (2 * q) ≤ 1 := (div_le_one (by linarith)).2 hq'.le
    obtain ⟨τ, hτ⟩ : ∃ τ, τ = -s / (2 * q) := ⟨_, rfl⟩
    rw [← hτ] at e pos le ⊢
    have hs' : s = -(2 * q * τ) := by linarith
    refine ⟨pos, le, fun t _ hne => ?_, le_of_eq (by linear_combination (τ / 2) * hs')⟩
    have hp : 0 < q * (t - τ) ^ 2 := mul_pos q0 (pow_pos_of_ne t τ hne)
    have : s * t + q * t ^ 2 - (s * τ + q * τ ^ 2) = q * (t - τ) ^ 2 := by
      linear_combination (t - τ) * hs'
    linarith
where
  pow_pos_of_ne (t τ : ℝ) (hne : t ≠ τ) : 0 < (t - τ) ^ 2 :=
    lt_of_le_of_ne (sq_nonneg _) (Ne.symm (pow_ne_zero 2 (sub_ne_zero.2 hne)))

/-- Optimal damping: for negative slope the damped step is the unique energy minimiser on the
segment from `g` to `g'`, and it lowers the energy by at least half the linear prediction. -/
theorem optimal_damping (h : Matrix n n ℝ) {V : n → n → n → n → ℝ}
    (hV : ∀ i j k l, V i j k l = V j i l k) (g g' : Matrix n n ℝ)
    (hs : slope h V g (g' - g) < 0) :
    optimalStep h V g g' ∈ Set.Ioc (0 : ℝ) 1 ∧
    (∀ t ∈ Set.Icc (0 : ℝ) 1, t ≠ optimalStep h V g g' →
      energy h V (g + optimalStep h V g g' • (g' - g)) < energy h V (g + t • (g' - g))) ∧
    energy h V (g + optimalStep h V g g' • (g' - g)) ≤
      energy h V g + slope h V g (g' - g) * optimalStep h V g g' / 2 := by
  obtain ⟨h0, h1, hmin, hdrop⟩ := dampingStep_optimal (q := curvature V (g' - g)) hs
  refine ⟨⟨h0, h1⟩, fun t ht hne => ?_, ?_⟩
  · rw [energy_line h hV, energy_line h hV]
    have := hmin t ht hne
    unfold optimalStep
    linarith
  · rw [energy_line h hV]
    unfold optimalStep
    linarith

/-- Damping between two ensemble density matrices gives an ensemble density matrix. -/
theorem admissible_line {N t : ℝ} {g g' : Matrix n n ℝ} (hg : Admissible N g)
    (hg' : Admissible N g') (h0 : 0 ≤ t) (h1 : t ≤ 1) : Admissible N (g + t • (g' - g)) := by
  refine ⟨hg.1.add ((hg'.1.sub hg.1).smul t), ?_, fun x => ?_⟩
  · rw [Matrix.trace_add, Matrix.trace_smul, Matrix.trace_sub, hg.2.1, hg'.2.1]
    simp
  · have e : x ⬝ᵥ ((g + t • (g' - g)) *ᵥ x) =
        x ⬝ᵥ (g *ᵥ x) + t * (x ⬝ᵥ (g' *ᵥ x) - x ⬝ᵥ (g *ᵥ x)) := by
      simp only [Matrix.add_mulVec, Matrix.smul_mulVec, Matrix.sub_mulVec, dotProduct_add,
        dotProduct_smul, dotProduct_sub, smul_eq_mul]
    obtain ⟨a0, a1⟩ := hg.2.2 x
    obtain ⟨b0, b1⟩ := hg'.2.2 x
    have h2 : 0 ≤ 1 - t := sub_nonneg.2 h1
    rw [e]
    constructor
    · nlinarith [mul_nonneg h2 a0, mul_nonneg h0 b0]
    · nlinarith [mul_nonneg h2 (sub_nonneg.2 a1), mul_nonneg h0 (sub_nonneg.2 b1)]

/-- If `g'` is an aufbau solution for the Fock matrix at `g` and `g` itself is not, the optimally
damped step stays admissible and strictly lowers the energy. -/
theorem damped_scf_descends (h : Matrix n n ℝ) {V : n → n → n → n → ℝ}
    (hV : ∀ i j k l, V i j k l = V j i l k) {N : ℝ} {g g' : Matrix n n ℝ}
    (hg : Admissible N g) (hg' : IsAufbau h V N g g') (hn : ¬ IsAufbau h V N g g) :
    Admissible N (g + optimalStep h V g g' • (g' - g)) ∧
    energy h V (g + optimalStep h V g g' • (g' - g)) < energy h V g := by
  have e : slope h V g (g' - g) = contract (fock h V g) g' - contract (fock h V g) g := by
    simp only [slope, contract, Matrix.sub_apply, mul_sub, Finset.sum_sub_distrib]
  -- a non-negative slope would make `g` an aufbau solution
  have hs : slope h V g (g' - g) < 0 := by
    by_contra hc
    refine hn ⟨hg, fun γ hγ => ?_⟩
    have := hg'.2 γ hγ
    linarith [not_lt.1 hc]
  obtain ⟨⟨h0, h1⟩, -, hd⟩ := optimal_damping h hV g g' hs
  exact ⟨admissible_line hg hg'.1 h0.le h1, by linarith [mul_neg_of_neg_of_pos hs h0]⟩

/-- The other spin orbital on the same site of a dimer with spin orbitals `0,1` and `2,3`. -/
def partner : Fin 4 → Fin 4 := ![1, 0, 3, 2]

/-- The on-site repulsion `U` of a Hubbard dimer. -/
def hubbardDimer (U : ℝ) (i j k l : Fin 4) : ℝ :=
  if k = i ∧ l = j ∧ j = partner i then U else 0

/-- With site occupations `a` and `b` per spin, the dimer's mean field is `U a` and `U b`. -/
theorem hubbardDimer_meanField (U a b : ℝ) :
    meanField (hubbardDimer U) (diagonal ![a, a, b, b]) =
      diagonal ![U * a, U * a, U * b, U * b] := by
  ext i k
  fin_cases i <;> fin_cases k <;>
    simp [meanField, hubbardDimer, partner, Fin.sum_univ_four, Matrix.diagonal_apply]

/-- In the dimer without hopping, moving both electrons to the other site leaves the energy at `U`,
while the optimal step is one half and gives `U/2`. -/
theorem hubbardDimer_witness {U : ℝ} (hU : 0 < U) :
    let g : Matrix (Fin 4) (Fin 4) ℝ := diagonal ![1, 1, 0, 0]
    let g' : Matrix (Fin 4) (Fin 4) ℝ := diagonal ![0, 0, 1, 1]
    (∀ i j k l, hubbardDimer U i j k l = hubbardDimer U j i l k) ∧
    slope 0 (hubbardDimer U) g (g' - g) < 0 ∧
    optimalStep 0 (hubbardDimer U) g g' = 1 / 2 ∧
    energy 0 (hubbardDimer U) g = U ∧ energy 0 (hubbardDimer U) g' = U ∧
    energy 0 (hubbardDimer U) (g + (1 / 2 : ℝ) • (g' - g)) = U / 2 := by
  intro g g'
  have hp : ∀ i j : Fin 4, j = partner i ↔ i = partner j := by decide
  have hV : ∀ i j k l, hubbardDimer U i j k l = hubbardDimer U j i l k := by
    intro i j k l
    exact if_congr (by rw [hp i j]; exact and_left_comm) rfl rfl
  have hd : g' - g = diagonal ![-1, -1, 1, 1] := by
    ext i k
    fin_cases i <;> fin_cases k <;> simp [g, g']
  have hs : slope 0 (hubbardDimer U) g (g' - g) = -2 * U := by
    rw [hd, slope, fock, hubbardDimer_meanField]
    simp [contract, Fin.sum_univ_four, Matrix.diagonal_apply]
    ring
  have hq : curvature (hubbardDimer U) (g' - g) = 2 * U := by
    rw [hd, curvature, hubbardDimer_meanField]
    simp [contract, Fin.sum_univ_four, Matrix.diagonal_apply]
    ring
  have hE : energy 0 (hubbardDimer U) g = U := by
    rw [energy, hubbardDimer_meanField]
    simp [g, contract, Fin.sum_univ_four, Matrix.diagonal_apply]
  have hE' : energy 0 (hubbardDimer U) g' = U := by
    rw [energy, hubbardDimer_meanField]
    simp [g', contract, Fin.sum_univ_four, Matrix.diagonal_apply]
  refine ⟨hV, by rw [hs]; linarith, ?_, hE, hE', ?_⟩
  · rw [optimalStep, hs, hq, dampingStep, if_neg (by linarith),
      div_eq_div_iff (by positivity) (by norm_num)]
    ring
  · rw [energy_line 0 hV, hs, hq, hE]
    ring

end

end OptimalDamping
```

```lean
#print axioms OptimalDamping.optimal_damping
#print axioms OptimalDamping.damped_scf_descends
```

```
'OptimalDamping.optimal_damping' depends on axioms: [propext, Classical.choice, Quot.sound]
'OptimalDamping.damped_scf_descends' depends on axioms: [propext, Classical.choice, Quot.sound]
```

## Density matrices, Fock matrix and energy

The finite type `n` labels real, orthonormal spin orbitals. Write $A\cdot B=\sum_{ik}A_{ik}B_{ik}$ for `contract`; for symmetric matrices this is the trace of $AB$. The number $V_{ijkl}$, in Lean `V i j k l`, is the two-electron matrix element in which particle 1 goes from $k$ to $i$ and particle 2 from $l$ to $j$. The direct minus exchange potential, `meanField`, is

$$J(g)_{ik}=\sum_{jl}(V_{ijkl}-V_{ijlk})\,g_{jl}.$$

With the one-particle Hamiltonian $h$, the Fock matrix and energy are

$$F(g)=h+J(g),\qquad E(g)=h\cdot g+\tfrac12 J(g)\cdot g.$$

The factor one half counts each pair once. For a direction $d$, `slope` is $s=F(g)\cdot d$ and `curvature` is $q=\tfrac12J(d)\cdot d$, which is half the second derivative.

The hypothesis `hV` says $V_{ijkl}=V_{jilk}$: relabelling two identical particles leaves their interaction unchanged. Nothing else is asked of $V$, and $h$ is arbitrary.

## The energy as an exact parabola

`energy_line` states that, for every real $t$,

$$E(g+td)=E(g)+st+qt^2.$$

Since $J$ is linear and the contraction is bilinear,

$$\begin{aligned}E(g+td)={}&h\cdot g+t\,h\cdot d\\&+\tfrac12\left[J(g)\cdot g+t\,J(g)\cdot d+t\,J(d)\cdot g+t^2J(d)\cdot d\right].\end{aligned}$$

The two cross terms are equal. To see this for any matrices $a,b$, exchange $i\leftrightarrow j$ and $k\leftrightarrow l$ in the sum and then use the symmetry of $V$:

$$\begin{aligned}J(a)\cdot b&=\sum_{ijkl}(V_{ijkl}-V_{ijlk})a_{jl}b_{ik}\\&=\sum_{ijkl}(V_{jilk}-V_{jikl})a_{ik}b_{jl}\\&=\sum_{ijkl}(V_{ijkl}-V_{ijlk})b_{jl}a_{ik}=J(b)\cdot a.\end{aligned}$$

The linear coefficient is therefore $h\cdot d+J(g)\cdot d=s$.

In Lean, `contract_add_smul` supplies bilinearity. In `meanField_symm`, the local statement `swap` relabels the particles, and `linear_combination` applies `hV` to the direct and exchange terms. The last line of `energy_line` merges the cross terms.

One possible slip is to carry the energy's factor one half into the slope and use $h+\tfrac12J(g)$ in place of $F(g)$. This drops one of the two equal cross terms; the dimer below shows the cost.

## The lowest point on the segment

Let $\varphi(t)=st+qt^2$ with $s<0$. `dampingStep` returns $\tau=1$ if $2q\le-s$, and $\tau=-s/(2q)$ otherwise. `dampingStep_optimal` proves that $\tau$ is the unique minimiser on $[0,1]$ and that $\varphi(\tau)\le s\tau/2$.

**Full step, $2q\le-s$.** For $0\le t<1$,

$$\varphi(1)-\varphi(t)=(1-t)\bigl(s+q(1+t)\bigr).$$

Because $q\le-s/2$, the second factor is at most $s(1-t)/2<0$. Hence $\varphi(1)<\varphi(t)$, also when $q$ is zero or negative. At the end point, $\varphi(1)=s+q\le s/2$.

**Shortened step, $2q>-s$.** Now $q>0$ and $0<\tau<1$. Substituting $s=-2q\tau$ gives

$$\varphi(t)-\varphi(\tau)=q(t-\tau)^2,$$

which is positive for $t\ne\tau$, and $\varphi(\tau)=s\tau/2$.

The Lean proof makes the same division with `split_ifs`. In the first branch `key` is the sign of the second factor, and `nlinarith` multiplies the inequalities; in the second, `linear_combination` checks the completed square.

`optimal_damping` transfers this to the energy with $d=g'-g$. The step `optimalStep` lies in $(0,1]$, every other $t\in[0,1]$ gives a strictly higher energy, and the energy falls by at least $|s|\tau/2$, half of what the slope alone predicts.

## Descent from an aufbau step

`Admissible` describes ensemble one-particle density matrices: symmetric, with trace $N$ and $0\le x\cdot gx\le x\cdot x$ for every real vector $x$, so that occupations lie between zero and one. Idempotency is not required, and a damped matrix between two Slater determinants generally lacks it.

These conditions survive damping. Symmetry and trace pass to $g+t(g'-g)$ by linearity, and for $0\le t\le1$

$$x\cdot(g+t(g'-g))x=(1-t)\,x\cdot gx+t\,x\cdot g'x$$

stays between the same bounds. This is `admissible_line`.

`IsAufbau` says that $g'$ is admissible and minimises $F(g)\cdot\gamma$ over admissible $\gamma$, as filling the lowest orbitals is meant to do. `damped_scf_descends` takes such a $g'$ as given and assumes that the admissible matrix $g$ is not itself a minimiser for its own Fock matrix. The slope is

$$s=F(g)\cdot g'-F(g)\cdot g.$$

If $s\ge0$, then $F(g)\cdot g\le F(g)\cdot g'\le F(g)\cdot\gamma$ for every admissible $\gamma$, which would make $g$ a minimiser after all. So $s<0$, and the damped step strictly lowers the energy while remaining admissible. The Lean proof runs this argument by contradiction and then calls `optimal_damping`.

The theorem concerns one step. It does not show that repeated steps converge, or that they reach the global Hartree–Fock minimum.

## Two electrons on a dimer

`hubbardDimer` has spin orbitals 0 and 1 on one site, 2 and 3 on the other, repulsion $U>0$ between partners on a site, and no hopping. Take $g=\mathrm{diag}(1,1,0,0)$ and $g'=\mathrm{diag}(0,0,1,1)$, so that both electrons change site. By `hubbardDimer_meanField`,

$$J(g)=\mathrm{diag}(U,U,0,0),\qquad J(d)=\mathrm{diag}(-U,-U,U,U).$$

Contracting with $d=\mathrm{diag}(-1,-1,1,1)$ gives $s=-2U$ and $q=2U$. The energy is

$$E(g+td)=U-2Ut+2Ut^2,$$

equal to $U$ at both ends and to $U/2$ at the optimal step $t=1/2$. `hubbardDimer_witness` records these values, together with the symmetry of $V$ and the negative slope.

The Fock matrix at $g$ places the empty site lowest, so undamped iteration would send both electrons back and forth at constant energy. With the slope wrongly halved to $-U$, the rule would choose $t=1/4$ and stop at $5U/8$.
